# Zero-field splitting of a triplet in the Cartesian basis: $\sum_{kl} D_{kl}S_kS_l = \operatorname{tr}(D)\,1 - D^{T}$

A calculation of the zero-field splitting of a triplet molecule delivers a real $3\times3$ tensor $D$, and the next step is to turn it into three sublevel energies. In the effective spin-1 Hamiltonian $H=\sum_{kl}D_{kl}S_kS_l$, with $\hbar=1$ and without Zeeman or hyperfine terms, the step is short: for traceless symmetric $D$, diagonalise $D$ and change the sign of its principal values. The tensor is an input here. Its origin in spin–spin or spin–orbit coupling is not derived, and spins other than 1 are not treated.

```lean
import Mathlib

open Matrix Complex

noncomputable section

namespace ZeroFieldSplitting
```

## The model

The indices $0,1,2$ of `Fin 3` stand for $x,y,z$, both as spin components and as labels of the three basis states. The symbols $\varepsilon_{ijk}$ and $\delta_{ij}$ are integer-valued, with $\varepsilon_{xyz}=+1$.

```lean
/-- The Levi-Civita symbol `ε_ijk`: `+1` on cyclic, `-1` on anticyclic index triples,
`0` otherwise (index addition is modulo 3). -/
def eps (i j k : Fin 3) : ℤ :=
  if j = i + 1 ∧ k = i + 2 then 1 else if j = i + 2 ∧ k = i + 1 then -1 else 0

/-- The Kronecker delta `δ_ij`. -/
def delta (i j : Fin 3) : ℤ := if i = j then 1 else 0
```

The spin matrices are taken in the Cartesian basis, not the $|m_s\rangle$ basis, with $\hbar=1$: $(S_k)_{ij}=-i\varepsilon_{kij}$.

```lean
/-- The Cartesian spin-1 matrices `(S_k)_ij = -i ε_kij`. -/
def spin (k : Fin 3) : Matrix (Fin 3) (Fin 3) ℂ :=
  Matrix.of fun i j => -I * (eps k i j : ℂ)
```

The tensor has real entries. `cplx` regards it as a complex matrix that acts on states, and `zfs` is $H(D)$, defined with no symmetry assumed.

```lean
/-- A real tensor regarded as a complex matrix. -/
def cplx (D : Matrix (Fin 3) (Fin 3) ℝ) : Matrix (Fin 3) (Fin 3) ℂ :=
  D.map Complex.ofReal

/-- The zero-field splitting Hamiltonian `H(D) = ∑_kl D_kl S_k S_l`. -/
def zfs (D : Matrix (Fin 3) (Fin 3) ℝ) : Matrix (Fin 3) (Fin 3) ℂ :=
  ∑ k, ∑ l, (D k l : ℂ) • (spin k * spin l)
```

The diagonal traceless tensor built from an axial parameter $D$ and a rhombic parameter $E$ is used in the last step. No ordering convention restricts the two numbers.

```lean
/-- The diagonal tensor `diag(-D/3 + E, -D/3 - E, 2D/3)` built from the axial parameter `D`
and the rhombic parameter `E`. -/
def principalTensor (D E : ℝ) : Matrix (Fin 3) (Fin 3) ℝ :=
  Matrix.diagonal ![-D / 3 + E, -D / 3 - E, 2 * D / 3]
```

## The spin algebra

Cyclic relabelling gives $\varepsilon_{kim}\varepsilon_{lmj}=\varepsilon_{mki}\varepsilon_{mjl}$, and the usual contraction yields
$$\sum_m\varepsilon_{kim}\varepsilon_{lmj}=\delta_{kj}\delta_{il}-\delta_{kl}\delta_{ij}.$$
Lean splits this into its 81 index cases and evaluates each with `decide`.

```lean
/-- Contraction of two Levi-Civita symbols: `∑_m ε_kim ε_lmj = δ_kj δ_il - δ_kl δ_ij`. -/
theorem eps_contract (k l i j : Fin 3) :
    ∑ m, eps k i m * eps l m j = delta k j * delta i l - delta k l * delta i j := by
  simp only [Fin.sum_univ_three]
  fin_cases k <;> fin_cases l <;> fin_cases i <;> fin_cases j <;> decide
```

Each $S_k$ is Hermitian, because $\overline{(S_k)_{ji}}=+i\varepsilon_{kji}=-i\varepsilon_{kij}$. The antisymmetry of $\varepsilon$ is the local fact `h`.

```lean
/-- Each spin matrix `S_k` is Hermitian. -/
theorem spin_isHermitian (k : Fin 3) : (spin k).IsHermitian := by
  have h : ∀ k i j : Fin 3, eps k j i = -eps k i j := by
    intro k i j
    fin_cases k <;> fin_cases i <;> fin_cases j <;> decide
  show (spin k)ᴴ = spin k
  ext i j
  simp only [spin, Matrix.conjTranspose_apply, Matrix.of_apply]
  rw [h k i j]
  simp
```

A product of two spin matrices carries the factor $(-i)^2=-1$:
$$(S_kS_l)_{ij}=-\sum_m\varepsilon_{kim}\varepsilon_{lmj}=\delta_{kl}\delta_{ij}-\delta_{kj}\delta_{il}.$$
The `linear_combination` step adds $-1$ times the contraction, cast to $\mathbb C$, to a multiple of $i^2=-1$.

```lean
/-- Matrix elements of a product of spin matrices: `(S_k S_l)_ij = δ_kl δ_ij - δ_kj δ_il`. -/
theorem spin_mul_spin (k l i j : Fin 3) :
    (spin k * spin l) i j
      = (delta k l : ℂ) * (delta i j : ℂ) - (delta k j : ℂ) * (delta i l : ℂ) := by
  have h : ((∑ m, eps k i m * eps l m j : ℤ) : ℂ)
      = ((delta k j * delta i l - delta k l * delta i j : ℤ) : ℂ) := by
    rw [eps_contract]
  simp only [Fin.sum_univ_three] at h
  push_cast at h
  simp only [Matrix.mul_apply, spin, Matrix.of_apply, Fin.sum_univ_three]
  -- the factor (-i)² = -1 multiplies the ε-ε contraction
  linear_combination (-1 : ℂ) * h
    + ((eps k i 0 : ℂ) * (eps l 0 j : ℂ) + (eps k i 1 : ℂ) * (eps l 1 j : ℂ)
      + (eps k i 2 : ℂ) * (eps l 2 j : ℂ)) * Complex.I_sq
```

Subtracting the product in the other order removes the $\delta_{kl}\delta_{ij}$ terms:
$$[S_k,S_l]_{ij}=\delta_{ik}\delta_{lj}-\delta_{kj}\delta_{il}=\sum_m\varepsilon_{klm}\varepsilon_{mij}=\sum_m i\varepsilon_{klm}(S_m)_{ij},$$
where the last equality uses $i\cdot(-i)=1$. The middle equality is the integer identity `h0`.

```lean
/-- Angular-momentum commutation relations: `[S_k, S_l] = i ∑_m ε_klm S_m`. -/
theorem spin_commutator (k l : Fin 3) :
    spin k * spin l - spin l * spin k = ∑ m, (I * (eps k l m : ℂ)) • spin m := by
  have h0 : ∀ k l i j : Fin 3,
      eps k l 0 * eps 0 i j + eps k l 1 * eps 1 i j + eps k l 2 * eps 2 i j
        = (delta k l * delta i j - delta k j * delta i l)
          - (delta l k * delta i j - delta l j * delta i k) := by
    intro k l i j
    fin_cases k <;> fin_cases l <;> fin_cases i <;> fin_cases j <;> decide
  ext i j
  have h := congrArg (fun z : ℤ => (z : ℂ)) (h0 k l i j)
  push_cast at h
  rw [Matrix.sub_apply, spin_mul_spin k l i j, spin_mul_spin l k i j]
  simp only [Fin.sum_univ_three, Matrix.add_apply, Matrix.smul_apply, smul_eq_mul, spin,
    Matrix.of_apply]
  -- i · (-i) = 1 on the right-hand side
  linear_combination (-1 : ℂ) * h
    + ((eps k l 0 : ℂ) * (eps 0 i j : ℂ) + (eps k l 1 : ℂ) * (eps 1 i j : ℂ)
      + (eps k l 2 : ℂ) * (eps 2 i j : ℂ)) * Complex.I_sq
```

Setting $l=k$ and summing gives $3\delta_{ij}-\delta_{ij}=2\delta_{ij}$, the value $S(S+1)$ for $S=1$.

```lean
/-- The squared total spin is twice the identity: `S_x² + S_y² + S_z² = 2 · 1`. -/
theorem spin_sq_sum :
    ∑ k, spin k * spin k = (2 : ℂ) • (1 : Matrix (Fin 3) (Fin 3) ℂ) := by
  ext i j
  simp only [Fin.sum_univ_three, Matrix.add_apply, spin_mul_spin]
  fin_cases i <;> fin_cases j <;> simp [delta] <;> norm_num
```

## The Hamiltonian

Inserting the product formula into $H(D)$ gives
$$H_{ij}=\sum_{kl}D_{kl}\,(\delta_{kl}\delta_{ij}-\delta_{kj}\delta_{il})=\operatorname{tr}(D)\,\delta_{ij}-D_{ji}.$$
`zfs_eq` states $H(D)=\operatorname{tr}(D)\,1-D^{T}$ for every real $D$, with no hypothesis. The proof makes the same substitution and sums out the deltas in each of the nine entries.

```lean
/-- For any real tensor `D`, `∑_kl D_kl S_k S_l = tr(D) · 1 - Dᵀ`. -/
theorem zfs_eq (D : Matrix (Fin 3) (Fin 3) ℝ) :
    zfs D = ((D.trace : ℝ) : ℂ) • (1 : Matrix (Fin 3) (Fin 3) ℂ) - (cplx D)ᵀ := by
  ext i j
  -- insert the product formula, then sum out the deltas entry by entry
  simp only [zfs, Fin.sum_univ_three, Matrix.add_apply, Matrix.smul_apply, spin_mul_spin,
    smul_eq_mul, Matrix.sub_apply, Matrix.transpose_apply, cplx, Matrix.map_apply,
    Matrix.trace_fin_three]
  fin_cases i <;> fin_cases j <;> simp [delta] <;> ring
```

Since $D$ is real, $(H^\dagger)_{ij}=\overline{H_{ji}}=\operatorname{tr}(D)\,\delta_{ij}-D_{ij}$, and therefore
$$(H^\dagger-H)_{ij}=D_{ji}-D_{ij}.$$
This is `key`, and both directions of the equivalence are read from it: $H$ is Hermitian exactly when $D$ is symmetric. A tensor whose only nonzero entry is $D_{xy}=1$ gives $H=S_xS_y$, with $H_{yx}=-1$ and $H_{xy}=0$, which is no observable.

```lean
/-- The zero-field Hamiltonian of a real tensor is Hermitian exactly when the tensor is
symmetric. -/
theorem zfs_isHermitian_iff (D : Matrix (Fin 3) (Fin 3) ℝ) :
    (zfs D).IsHermitian ↔ D.IsSymm := by
  -- the anti-Hermitian part of H is the antisymmetric part of D
  have key : ∀ i j, (zfs D)ᴴ i j - zfs D i j = ((D j i - D i j : ℝ) : ℂ) := by
    intro i j
    rw [zfs_eq]
    simp only [Matrix.conjTranspose_apply, Matrix.sub_apply, Matrix.smul_apply,
      Matrix.transpose_apply, cplx, Matrix.map_apply, smul_eq_mul, Matrix.one_apply]
    by_cases h : i = j
    · subst h
      simp
    · simp [h, Ne.symm h]
      ring
  constructor
  · intro h
    have h' : (zfs D)ᴴ = zfs D := h
    show Dᵀ = D
    ext i j
    have h1 := key i j
    rw [h', sub_self] at h1
    have h2 : D j i - D i j = 0 := Complex.ofReal_eq_zero.mp h1.symm
    rw [Matrix.transpose_apply]
    linarith
  · intro h
    have h' : Dᵀ = D := h
    show (zfs D)ᴴ = zfs D
    ext i j
    have hs : D j i = D i j := congrFun (congrFun h' i) j
    have h1 := key i j
    rw [hs, sub_self, Complex.ofReal_zero] at h1
    exact sub_eq_zero.mp h1
```

With $D^{T}=D$ (`hs`) and $\operatorname{tr}D=0$ (`htr`) the identity collapses to $H=-D$. The trace condition is needed: $D=1$ gives $H=3-1=2\cdot 1$, not $-1$.

```lean
/-- For a traceless symmetric tensor the zero-field Hamiltonian is `-D`. -/
theorem zfs_traceless (D : Matrix (Fin 3) (Fin 3) ℝ) (hs : D.IsSymm) (htr : D.trace = 0) :
    zfs D = -cplx D := by
  have h' : Dᵀ = D := hs
  rw [zfs_eq, htr]
  ext i j
  have hij : D j i = D i j := congrFun (congrFun h' i) j
  simp [cplx, hij]
```

## The sublevels

From $H=-D$, the equation $Hv=Ev$ reads $-Dv=Ev$, that is $Dv=-Ev$. Here `E` is any complex number and `v` any complex three-vector. For $v=0$ both sides hold trivially. For $v\neq0$ the theorem says that $H$ and $D$ share their eigenvectors, with eigenvalues of opposite sign.

```lean
/-- For traceless symmetric `D`, a state satisfies `H v = E v` exactly when `D v = -E v`. -/
theorem zfs_eigen_iff (D : Matrix (Fin 3) (Fin 3) ℝ) (hs : D.IsSymm) (htr : D.trace = 0)
    (E : ℂ) (v : Fin 3 → ℂ) :
    zfs D *ᵥ v = E • v ↔ cplx D *ᵥ v = (-E) • v := by
  rw [zfs_traceless D hs htr, Matrix.neg_mulVec, neg_smul]
  exact neg_eq_iff_eq_neg
```

Multiplicities come from the secular determinant. With principal values $d_i$, $\det(\lambda-D)=\prod_i(\lambda-d_i)$, so
$$\det(E-H)=\det(E+D)=(-1)^3\det(-E-D)=-\prod_i(-E-d_i)=\prod_i\bigl(E-(-d_i)\bigr).$$
Symmetry now enters as `hD : D.IsHermitian`, which for a real matrix means $D^{T}=D$, because Mathlib's `hD.eigenvalues i` are attached to that hypothesis. They are the real $d_i$, repeated according to multiplicity, and their index is not tied to the axes $x,y,z$. In the proof, `h1` carries the characteristic polynomial of $D$ to $\mathbb C$, `hD.charpoly_eq` factorises it, and `h3` is its value at $-E$. The step `h4` writes $E-H=-\bigl((-E)-D\bigr)$, and `Matrix.det_neg` supplies $(-1)^3$. The equality holds for every complex $E$, so the roots with multiplicity are the $-d_i$.

```lean
/-- For a traceless real symmetric tensor with principal values `d_i`, the secular determinant
of the zero-field Hamiltonian is `det(E - H) = ∏_i (E - (-d_i))`. -/
theorem zfs_secular (D : Matrix (Fin 3) (Fin 3) ℝ) (hD : D.IsHermitian) (htr : D.trace = 0)
    (E : ℂ) :
    (E • (1 : Matrix (Fin 3) (Fin 3) ℂ) - zfs D).det
      = ∏ i, (E - (-((hD.eigenvalues i : ℝ) : ℂ))) := by
  have hs : D.IsSymm := by
    have h' : Dᴴ = D := hD
    rw [Matrix.conjTranspose_eq_transpose_of_trivial] at h'
    exact h'
  -- characteristic polynomial of D over ℂ, evaluated at -E
  have h1 : (cplx D).charpoly = D.charpoly.map Complex.ofRealHom :=
    Matrix.charpoly_map D Complex.ofRealHom
  have h2 := Matrix.eval_charpoly (cplx D) (-E)
  rw [h1, hD.charpoly_eq] at h2
  simp only [Fin.prod_univ_three, Polynomial.map_mul, Polynomial.map_sub, Polynomial.map_X,
    Polynomial.map_C, Polynomial.eval_mul, Polynomial.eval_sub, Polynomial.eval_X,
    Polynomial.eval_C] at h2
  have h3 : (-E - ((hD.eigenvalues 0 : ℝ) : ℂ)) * (-E - ((hD.eigenvalues 1 : ℝ) : ℂ))
      * (-E - ((hD.eigenvalues 2 : ℝ) : ℂ))
      = (Matrix.scalar (Fin 3) (-E) - cplx D).det := by
    exact h2
  -- E - H = E + D = -((-E) - D)
  have h4 : E • (1 : Matrix (Fin 3) (Fin 3) ℂ) - zfs D
      = -(Matrix.scalar (Fin 3) (-E) - cplx D) := by
    rw [zfs_traceless D hs htr]
    ext i j
    simp only [Matrix.sub_apply, Matrix.neg_apply, Matrix.smul_apply, Matrix.one_apply,
      Matrix.scalar_apply, Matrix.diagonal_apply, smul_eq_mul]
    split_ifs <;> ring
  rw [h4, Matrix.det_neg, ← h3, Fin.prod_univ_three, Fintype.card_fin]
  ring
```

## The principal frame

In this step $D$ and $E$ are the two real parameters, not the tensor and the energy. The tensor $\operatorname{diag}(-D/3+E,\,-D/3-E,\,2D/3)$ is traceless and diagonal, so $H$ is its negative, $\operatorname{diag}(D/3-E,\,D/3+E,\,-2D/3)$. The product formula gives $S_x^2=\operatorname{diag}(0,1,1)$, $S_y^2=\operatorname{diag}(1,0,1)$ and $S_z^2=\operatorname{diag}(1,1,0)$, hence
$$D\left(S_z^2-\tfrac23\right)+E\,(S_x^2-S_y^2)=D\operatorname{diag}\left(\tfrac13,\tfrac13,-\tfrac23\right)+E\operatorname{diag}(-1,1,0),$$
which is the same matrix. Lean obtains the diagonal form `h2` from `zfs_eq` and then compares it with the operator form entry by entry through `spin_mul_spin`. The theorem concerns a tensor that is already diagonal. A rotation of axes brings every traceless symmetric tensor to this form: a real symmetric matrix is diagonalised by a rotation, the trace is unchanged, and a traceless diagonal tensor is fixed by $D=\tfrac32 D_{zz}$ and $E=\tfrac12(D_{xx}-D_{yy})$. That reduction is not proved in this file.

```lean
/-- For the tensor `diag(-D/3 + E, -D/3 - E, 2D/3)` the Hamiltonian equals
`D (S_z² - 2/3) + E (S_x² - S_y²)` and is the diagonal matrix `diag(D/3 - E, D/3 + E, -2D/3)`. -/
theorem zfs_principalTensor (D E : ℝ) :
    zfs (principalTensor D E)
        = (D : ℂ) • (spin 2 * spin 2 - (2 / 3 : ℂ) • (1 : Matrix (Fin 3) (Fin 3) ℂ))
          + (E : ℂ) • (spin 0 * spin 0 - spin 1 * spin 1)
      ∧ zfs (principalTensor D E)
        = Matrix.diagonal ![(D : ℂ) / 3 - (E : ℂ), (D : ℂ) / 3 + (E : ℂ), -2 * (D : ℂ) / 3] := by
  have h2 : zfs (principalTensor D E)
      = Matrix.diagonal ![(D : ℂ) / 3 - (E : ℂ), (D : ℂ) / 3 + (E : ℂ), -2 * (D : ℂ) / 3] := by
    rw [zfs_eq]
    ext i j
    simp only [Matrix.sub_apply, Matrix.smul_apply, Matrix.transpose_apply, cplx,
      Matrix.map_apply, Matrix.trace_fin_three, smul_eq_mul]
    fin_cases i <;> fin_cases j <;> simp [principalTensor] <;> ring
  refine ⟨?_, h2⟩
  rw [h2]
  ext i j
  simp only [Matrix.add_apply, Matrix.sub_apply, Matrix.smul_apply, spin_mul_spin, smul_eq_mul]
  fin_cases i <;> fin_cases j <;> simp [delta] <;> ring

end ZeroFieldSplitting

end
```

```lean
#print axioms ZeroFieldSplitting.zfs_isHermitian_iff
#print axioms ZeroFieldSplitting.zfs_eigen_iff
#print axioms ZeroFieldSplitting.zfs_secular
#print axioms ZeroFieldSplitting.zfs_principalTensor
```

```
'ZeroFieldSplitting.zfs_isHermitian_iff' depends on axioms: [propext, Classical.choice, Quot.sound]
'ZeroFieldSplitting.zfs_eigen_iff' depends on axioms: [propext, Classical.choice, Quot.sound]
'ZeroFieldSplitting.zfs_secular' depends on axioms: [propext, Classical.choice, Quot.sound]
'ZeroFieldSplitting.zfs_principalTensor' depends on axioms: [propext, Classical.choice, Quot.sound]
```
